# Rings of 2ⁿ − 1 spins with equal pair correlations and perfectly ordered triplets

Take a ring of three sites with spins \(+,-,-\), the two signs standing for two atomic species. The average spin is \(-1/3\). The products of neighbouring spins are \(-,+,-\), so their average is also \(-1/3\). The product of all three spins is \(+1\).

Behind this pattern is the field with four elements \(0,1,\theta,\theta^2\), where \(\theta^2=\theta+1\) and \(x+x=0\). Give \(1,\theta,\theta^2\) the bits \(0,1,1\). These bits add as the field elements do, and adding bits multiplies signs. Since \(1+\theta+\theta^2=0\), the triple product is the sign of the bit of zero, which is \(+1\).

The physical question is whether some triplets can be perfectly ordered, with the same spin product wherever they are moved along the ring, when all pair correlations are equal and, on a long ring, close to zero. Equality alone would make the question trivial: on a ring of \(+\) spins every correlation is \(1\). The construction extends to a field \(K\) with \(2^n\) elements, a generator \(\theta\) of its nonzero elements under multiplication, and a nonzero additive map \(\lambda:K\to\{0,1\}\), with bits added modulo 2. The ring has \(N=2^n-1\) sites.

## Sites, spins and correlations

```lean
import Mathlib

open Finset

namespace PairMatchedTripletOrdered

noncomputable section

/-- The number of sites on the ring, `2^n - 1`. -/
def sites (n : ℕ) : ℕ := 2 ^ n - 1
```

`sites n` is \(N\).

```lean
/-- Two integers label the same site of the ring when they differ by a multiple of its length. -/
def SameSite (n : ℕ) (a b : ℤ) : Prop := (sites n : ℤ) ∣ a - b
```

Sites are labelled by integers, and \(a\) and \(b\) name the same site when \(N\) divides \(a-b\).

```lean
/-- The spin value `+1` or `-1` attached to a bit `0` or `1`. -/
def sgn (a : ZMod 2) : ℝ := if a = 0 then 1 else -1
```

`ZMod 2` is the set of bits. Despite its name, `sgn` is not the sign of a real number: it is \((-1)^a\) for a bit \(a\).

```lean
variable {K : Type*} [Field K] {n : ℕ}

/-- The spin at site `i`: the sign of the bit `lam (θ^i)`. -/
def spin (lam : K →+ ZMod 2) (θ : Kˣ) (i : ℤ) : ℝ := sgn (lam ((θ ^ i : Kˣ) : K))
```

The spin at site \(i\) is \(\sigma_i=(-1)^{\lambda(\theta^i)}\). Here `lam` is \(\lambda\), and `K →+ ZMod 2` is the type of additive maps. `Kˣ` is the group of nonzero field elements; taking \(\theta\) there allows negative exponents.

```lean
/-- The correlation of a cluster `S`: the product of its spins, averaged over all translations
along the ring. The domain is `n ≥ 1`, where the ring has at least one site. -/
def clusterCorr (n : ℕ) (σ : ℤ → ℝ) (S : Finset ℤ) : ℝ :=
  (∑ i ∈ range (sites n), ∏ s ∈ S, σ ((i : ℤ) + s)) / (sites n : ℝ)
```

For a finite set \(S\) of integers this is
\[
C(S)=\frac1N\sum_{i=0}^{N-1}\prod_{s\in S}\sigma_{i+s}.
\]
The average runs over translations only, not over reflections. Two different integers in \(S\) may name the same site, so later statements about distinct sites say `¬ SameSite`.

## Field elements as site labels

```lean
/-- In a field with `2^n` elements, two powers of a generator of the units agree exactly when
their exponents label the same site. -/
theorem zpow_eq_iff_sameSite (hK : Nat.card K = 2 ^ n) {θ : Kˣ}
    (hθ : ∀ u : Kˣ, u ∈ Subgroup.zpowers θ) (a b : ℤ) :
    θ ^ a = θ ^ b ↔ SameSite n a b := by
  have ho : orderOf θ = sites n := by
    rw [orderOf_eq_card_of_forall_mem_zpowers hθ, Nat.card_units, hK, sites]
  rw [SameSite, ← ho, orderOf_dvd_iff_zpow_eq_one, zpow_sub, mul_inv_eq_one]
```

`hK` fixes the size of the field, and `hθ` says that every nonzero element is a power of \(\theta\). There are \(N\) nonzero elements, so \(\theta\) has order \(N\). Hence \(\theta^a=\theta^b\) means \(\theta^{a-b}=1\), which means \(N\mid a-b\). The proof establishes the order first and then rewrites along this chain.

```lean
/-- In a field with `2^n` elements and with `θ` a generator of its units, the field elements of
two sites add to zero exactly when the sites coincide. -/
theorem pair_sum_eq_zero_iff (hK : Nat.card K = 2 ^ n) {θ : Kˣ}
    (hθ : ∀ u : Kˣ, u ∈ Subgroup.zpowers θ) (a b : ℤ) :
    ((θ ^ a : Kˣ) : K) + ((θ ^ b : Kˣ) : K) = 0 ↔ SameSite n a b := by
  -- the field has characteristic two
  have h2 : (2 : K) = 0 := by
    by_contra h
    have hc : Nat.card K • (1 : K) = 0 := card_nsmul_eq_zero'
    rw [hK, nsmul_eq_mul, mul_one] at hc
    push_cast at hc
    exact pow_ne_zero n h hc
  rw [← zpow_eq_iff_sameSite hK hθ]
  constructor
  · intro h
    exact Units.ext (by linear_combination h - ((θ ^ b : Kˣ) : K) * h2)
  · intro h
    rw [h]
    linear_combination ((θ ^ b : Kˣ) : K) * h2
```

Adding \(1\) to itself \(2^n\) times gives zero, because the additive group has \(2^n\) elements. So \(2^n=0\) in \(K\), and since a field has no zero divisors, \(2=0\). Therefore \(\theta^a+\theta^b=0\) exactly when \(\theta^a=\theta^b\), and the previous theorem applies. The tactic `linear_combination` checks the algebra from the stated equations.

## From a product of spins to one bit

```lean
/-- Adding bits multiplies spins. -/
theorem sgn_add (a b : ZMod 2) : sgn (a + b) = sgn a * sgn b := by
  have key : ∀ c : ZMod 2, c = 0 ∨ c = 1 := by decide
  have h11 : (1 : ZMod 2) + 1 = 0 := by decide
  rcases key a with rfl | rfl <;> rcases key b with rfl | rfl <;> simp [sgn, h11]
```

This is \((-1)^{a+b}=(-1)^a(-1)^b\), checked in the four cases.

```lean
/-- The spin product over a translated cluster is the sign of a single bit, read off from the sum
of the field elements of the cluster. -/
theorem spin_product (lam : K →+ ZMod 2) (θ : Kˣ) (i : ℤ) (S : Finset ℤ) :
    ∏ s ∈ S, spin lam θ (i + s)
      = sgn (lam (((θ ^ i : Kˣ) : K) * ∑ s ∈ S, ((θ ^ s : Kˣ) : K))) := by
  induction S using Finset.induction_on with
  | empty => simp [sgn]
  | insert a S ha ih =>
    rw [prod_insert ha, ih, sum_insert ha, mul_add, map_add, sgn_add, spin, zpow_add,
      Units.val_mul]
```

With \(A=\sum_{s\in S}\theta^s\),
\[
\prod_{s\in S}\sigma_{i+s}=(-1)^{\sum_s\lambda(\theta^i\theta^s)}=(-1)^{\lambda(\theta^iA)}.
\]
Lean proves it by induction, adding one member of the cluster at a time.

```lean
/-- In a field with `2^n` elements, with `θ` a generator of the units, `lam` nonzero and `A`
nonzero, the signs of `lam (θ^i A)` add up to `-1` around the ring. -/
theorem ring_sum [Finite K] (hK : Nat.card K = 2 ^ n) {θ : Kˣ}
    (hθ : ∀ u : Kˣ, u ∈ Subgroup.zpowers θ) {lam : K →+ ZMod 2} (hlam : lam ≠ 0)
    {A : K} (hA : A ≠ 0) :
    ∑ i ∈ range (sites n), sgn (lam (((θ ^ (i : ℤ) : Kˣ) : K) * A)) = -1 := by
  classical
  have := Fintype.ofFinite K
  -- the sum over the whole field vanishes, by a shift that flips every sign
  obtain ⟨y, hy⟩ : ∃ y, lam (y * A) ≠ 0 := by
    by_contra! h
    refine hlam (AddMonoidHom.ext fun x => ?_)
    have hx := h (x * A⁻¹)
    rwa [mul_assoc, inv_mul_cancel₀ hA, mul_one] at hx
  have hy1 : sgn (lam (y * A)) = -1 := by simp [sgn, hy]
  have full : ∑ x : K, sgn (lam (x * A)) = ∑ x : K, sgn (lam ((x + y) * A)) :=
    (Equiv.sum_comp (Equiv.addRight y) (fun x => sgn (lam (x * A)))).symm
  simp only [add_mul, map_add, sgn_add, hy1, mul_neg, mul_one, sum_neg_distrib] at full
  -- the sites run once through the nonzero field elements
  have hinj : Set.InjOn (fun i : ℕ => ((θ ^ (i : ℤ) : Kˣ) : K)) (range (sites n)) := by
    intro i hi j hj h
    have hi' : (i : ℤ) < sites n := by exact_mod_cast mem_range.1 (mem_coe.1 hi)
    have hj' : (j : ℤ) < sites n := by exact_mod_cast mem_range.1 (mem_coe.1 hj)
    obtain ⟨k, hk⟩ := (zpow_eq_iff_sameSite hK hθ _ _).1 (Units.ext h)
    have hN : (0 : ℤ) ≤ sites n := by positivity
    have h1 : k < 1 := by
      by_contra hc
      nlinarith [mul_nonneg hN (sub_nonneg.2 (not_lt.1 hc))]
    have h2 : -1 < k := by
      by_contra hc
      nlinarith [mul_nonneg hN (sub_nonneg.2 (not_lt.1 hc))]
    have hk0 : k = 0 := by omega
    rw [hk0, mul_zero] at hk
    omega
  have himg : (range (sites n)).image (fun i : ℕ => ((θ ^ (i : ℤ) : Kˣ) : K))
      = univ.erase 0 := by
    refine eq_of_subset_of_card_le ?_ (le_of_eq ?_)
    · intro x hx
      obtain ⟨i, _, rfl⟩ := mem_image.1 hx
      exact mem_erase.2 ⟨Units.ne_zero _, mem_univ _⟩
    · rw [card_image_of_injOn hinj, card_range, card_erase_of_mem (mem_univ _), card_univ,
        ← Nat.card_eq_fintype_card, hK, sites]
  have re := sum_image (f := fun x : K => sgn (lam (x * A))) hinj
  rw [himg] at re
  have split := add_sum_erase univ (fun x : K => sgn (lam (x * A))) (mem_univ 0)
  have hs : sgn 0 = 1 := by simp [sgn]
  simp only [zero_mul, map_zero, hs] at split
  refine re.symm.trans ?_
  linarith
```

Let \(A\ne0\). Since \(\lambda\ne0\), some \(z\) has \(\lambda(z)=1\); put \(y=zA^{-1}\), so that \(\lambda(yA)=1\). Shifting the summation variable by \(y\) gives
\[
F=\sum_{x\in K}(-1)^{\lambda(xA)}=\sum_{x\in K}(-1)^{\lambda((x+y)A)}=-F,
\]
so \(F=0\). The term \(x=0\) contributes \(1\), and the nonzero elements therefore contribute \(-1\).

The powers \(\theta^0,\dots,\theta^{N-1}\) are distinct and there are \(N\) of them, so they are all the nonzero elements. The ring sum is thus \(-1\). In the proof, `full` is the shift, `hinj` the distinctness, `himg` the count, and `split` separates off \(x=0\).

## The correlation of every cluster

```lean
/-- For a field with `2^n` elements, a generator `θ` of its units and a nonzero additive map `lam`
to the bits, a cluster has correlation `1` if its field elements add to zero, and minus one over
the number of sites otherwise. -/
theorem clusterCorr_spin [Finite K] (hK : Nat.card K = 2 ^ n) {θ : Kˣ}
    (hθ : ∀ u : Kˣ, u ∈ Subgroup.zpowers θ) {lam : K →+ ZMod 2} (hlam : lam ≠ 0)
    (S : Finset ℤ) :
    (∑ s ∈ S, ((θ ^ s : Kˣ) : K) = 0 → clusterCorr n (spin lam θ) S = 1) ∧
    (∑ s ∈ S, ((θ ^ s : Kˣ) : K) ≠ 0 →
      clusterCorr n (spin lam θ) S = -1 / (sites n : ℝ)) := by
  constructor
  · intro h
    have hpos : sites n ≠ 0 := by
      have h1 := Finite.one_lt_card (α := K)
      rw [hK] at h1
      unfold sites
      omega
    have hN : (sites n : ℝ) ≠ 0 := Nat.cast_ne_zero.2 hpos
    have hs : sgn 0 = 1 := by simp [sgn]
    rw [clusterCorr]
    simp only [spin_product, h, mul_zero, map_zero, hs, sum_const, card_range, nsmul_eq_mul,
      mul_one]
    exact div_self hN
  · intro h
    rw [clusterCorr]
    simp only [spin_product]
    rw [ring_sum hK hθ hlam h]
```

The two halves of the statement read
\[
C(S)=\begin{cases}1,&A=0,\\-1/N,&A\ne0.\end{cases}
\]
If \(A=0\), every translated product is \(1\), and so is the average; \(N\ne0\) because a field has at least two elements. If \(A\ne0\), the ring sum \(-1\) is divided by \(N\). The case \(n=1\) is included: one site, with spin \(-1\).

## Equal pairs, ordered triplets

```lean
/-- For `θ` a generator of the units of a field with `2^n` elements and `lam` nonzero, every single
site and every pair of distinct sites has correlation minus one over the number of sites. -/
theorem pair_matched [Finite K] (hK : Nat.card K = 2 ^ n) {θ : Kˣ}
    (hθ : ∀ u : Kˣ, u ∈ Subgroup.zpowers θ) {lam : K →+ ZMod 2} (hlam : lam ≠ 0) :
    (∀ a, clusterCorr n (spin lam θ) {a} = -1 / (sites n : ℝ)) ∧
    (∀ a b, ¬ SameSite n a b →
      clusterCorr n (spin lam θ) {a, b} = -1 / (sites n : ℝ)) := by
  constructor
  · intro a
    refine (clusterCorr_spin hK hθ hlam _).2 ?_
    rw [sum_singleton]
    exact Units.ne_zero _
  · intro a b h
    have hab : a ≠ b := by
      rintro rfl
      exact h (by simp [SameSite])
    refine (clusterCorr_spin hK hθ hlam _).2 ?_
    rw [sum_pair hab]
    exact fun h0 => h ((pair_sum_eq_zero_iff hK hθ a b).1 h0)
```

For a point, \(A=\theta^a\ne0\). For two distinct sites, \(A=\theta^a+\theta^b\ne0\) by the pair lemma. Both correlations are therefore \(-1/N\), whatever the distance between the sites.

```lean
/-- For `θ` a generator of the units of a field with `2^n` elements and `lam` nonzero, any two
distinct sites have a third, distinct from both, such that the three field elements add to zero and
the triplet correlation is `1`. -/
theorem triplet_ordered [Finite K] (hK : Nat.card K = 2 ^ n) {θ : Kˣ}
    (hθ : ∀ u : Kˣ, u ∈ Subgroup.zpowers θ) {lam : K →+ ZMod 2} (hlam : lam ≠ 0)
    {a b : ℤ} (hab : ¬ SameSite n a b) :
    ∃ c, ¬ SameSite n a c ∧ ¬ SameSite n b c ∧
      ((θ ^ a : Kˣ) : K) + (((θ ^ b : Kˣ) : K) + ((θ ^ c : Kˣ) : K)) = 0 ∧
      clusterCorr n (spin lam θ) {a, b, c} = 1 := by
  have hne : ∀ {x y : ℤ}, ¬ SameSite n x y → x ≠ y := by
    rintro x y h rfl
    exact h (by simp [SameSite])
  have dbl : ∀ x : ℤ, ((θ ^ x : Kˣ) : K) + ((θ ^ x : Kˣ) : K) = 0 := fun x =>
    (pair_sum_eq_zero_iff hK hθ x x).2 (by simp [SameSite])
  -- the sum of the two field elements is again a power of the generator
  have h0 : ((θ ^ a : Kˣ) : K) + ((θ ^ b : Kˣ) : K) ≠ 0 := fun h =>
    hab ((pair_sum_eq_zero_iff hK hθ a b).1 h)
  obtain ⟨c, hc⟩ := hθ (Units.mk0 _ h0)
  have hc' : ((θ ^ c : Kˣ) : K) = ((θ ^ a : Kˣ) : K) + ((θ ^ b : Kˣ) : K) :=
    congrArg Units.val hc
  have hac : ¬ SameSite n a c := by
    intro h
    have e : ((θ ^ a : Kˣ) : K) = ((θ ^ c : Kˣ) : K) :=
      congrArg Units.val ((zpow_eq_iff_sameSite hK hθ a c).2 h)
    exact Units.ne_zero (θ ^ b) (by linear_combination -e - hc')
  have hbc : ¬ SameSite n b c := by
    intro h
    have e : ((θ ^ b : Kˣ) : K) = ((θ ^ c : Kˣ) : K) :=
      congrArg Units.val ((zpow_eq_iff_sameSite hK hθ b c).2 h)
    exact Units.ne_zero (θ ^ a) (by linear_combination -e - hc')
  have hsum : ((θ ^ a : Kˣ) : K) + (((θ ^ b : Kˣ) : K) + ((θ ^ c : Kˣ) : K)) = 0 := by
    linear_combination hc' + dbl a + dbl b
  refine ⟨c, hac, hbc, hsum, (clusterCorr_spin hK hθ hlam _).1 ?_⟩
  rw [sum_insert (by simp [hne hab, hne hac]), sum_pair (hne hbc)]
  exact hsum
```

For distinct sites \(a,b\), the nonzero sum \(\theta^a+\theta^b\) is itself a power \(\theta^c\). If \(c\) were the site \(a\), then \(\theta^b=0\), which is impossible; the same argument excludes \(b\). Finally \(\theta^a+\theta^b+\theta^c=2(\theta^a+\theta^b)=0\), so this triplet has correlation \(1\).

## A structure and its mirror image

```lean
/-- For `n ≥ 3`, `θ` a generator of the units of a field with `2^n` elements and `lam` nonzero, the
structure and its mirror image agree in all point and distinct-pair correlations, but some triplet
of distinct sites has correlation `1` in the one and minus one over the number of sites in the
other. -/
theorem mirror_distinguished_by_triplet [Finite K] (hn : 3 ≤ n) (hK : Nat.card K = 2 ^ n)
    {θ : Kˣ} (hθ : ∀ u : Kˣ, u ∈ Subgroup.zpowers θ) {lam : K →+ ZMod 2} (hlam : lam ≠ 0) :
    (∀ a, clusterCorr n (spin lam θ) {a} = clusterCorr n (fun i => spin lam θ (-i)) {a}) ∧
    (∀ a b, ¬ SameSite n a b → clusterCorr n (spin lam θ) {a, b}
      = clusterCorr n (fun i => spin lam θ (-i)) {a, b}) ∧
    ∃ a b c, ¬ SameSite n a b ∧ ¬ SameSite n a c ∧ ¬ SameSite n b c ∧
      clusterCorr n (spin lam θ) {a, b, c} = 1 ∧
      clusterCorr n (fun i => spin lam θ (-i)) {a, b, c} = -1 / (sites n : ℝ) := by
  -- reflection replaces the generator by its inverse
  have hm : (fun i => spin lam θ (-i)) = spin lam θ⁻¹ := by
    funext i
    simp only [spin, inv_zpow']
  have hθ' : ∀ u : Kˣ, u ∈ Subgroup.zpowers θ⁻¹ := by
    intro u
    rw [Subgroup.zpowers_inv]
    exact hθ u
  have P := pair_matched hK hθ hlam
  have P' := pair_matched hK hθ' hlam
  rw [hm]
  refine ⟨fun a => (P.1 a).trans (P'.1 a).symm,
    fun a b h => (P.2 a b h).trans (P'.2 a b h).symm, ?_⟩
  have h7 : 7 ≤ sites n := by
    have h : 2 ^ 3 ≤ 2 ^ n := Nat.pow_le_pow_right (by norm_num) hn
    unfold sites
    omega
  have h10 : ¬ SameSite n 1 0 := by
    intro h
    have hle := Int.le_of_dvd (by norm_num) h
    omega
  obtain ⟨c, h1c, h0c, hsum, hcorr⟩ := triplet_ordered hK hθ hlam h10
  refine ⟨1, 0, c, h10, h1c, h0c, hcorr, (clusterCorr_spin hK hθ' hlam _).2 ?_⟩
  have n1c : (1 : ℤ) ≠ c := by
    rintro rfl
    exact h1c (by simp [SameSite])
  have n0c : (0 : ℤ) ≠ c := by
    rintro rfl
    exact h0c (by simp [SameSite])
  have hmem : (1 : ℤ) ∉ ({0, c} : Finset ℤ) := by simp [n1c]
  rw [sum_insert hmem, sum_pair n0c]
  intro h0
  simp only [zpow_one, zpow_zero, inv_zpow, Units.val_one,
    Units.val_inv_eq_inv_val] at hsum h0
  have ht : (θ : K) * (θ : K)⁻¹ = 1 := mul_inv_cancel₀ (Units.ne_zero θ)
  have hu : ((θ ^ c : Kˣ) : K) * ((θ ^ c : Kˣ) : K)⁻¹ = 1 :=
    mul_inv_cancel₀ (Units.ne_zero (θ ^ c))
  have h1 : ((θ ^ c : Kˣ) : K) + (θ : K) * ((θ ^ c : Kˣ) : K) + (θ : K) = 0 := by
    linear_combination (θ : K) * ((θ ^ c : Kˣ) : K) * h0 - ((θ ^ c : Kˣ) : K) * ht
      - (θ : K) * hu
  -- both triplet relations together would make the generator a cube root of one
  have cube : (θ : K) ^ 3 = 1 := by
    linear_combination ((θ : K) - 1) * ((1 + (θ : K)) * hsum - h1)
  have hz : θ ^ (3 : ℤ) = θ ^ (0 : ℤ) := by
    apply Units.ext
    rw [zpow_zero, Units.val_one, show (3 : ℤ) = ((3 : ℕ) : ℤ) from rfl, zpow_natCast,
      Units.val_pow_eq_pow_val]
    exact cube
  have hle := Int.le_of_dvd (by norm_num) ((zpow_eq_iff_sameSite hK hθ 3 0).1 hz)
  omega
```

Reflection \(i\mapsto-i\) replaces \(\theta\) by \(\theta^{-1}\), which is also a generator, so `pair_matched` gives both structures the same point and pair correlations.

For the triplet, take sites \(1,0,c\) with \(\theta+1+t=0\), where \(t=\theta^c\). Its correlation is \(1\). Suppose the mirrored sum \(\theta^{-1}+1+t^{-1}\) also vanished. Multiplying by \(\theta t\) gives \(t+\theta t+\theta=0\). Subtract this from \((1+\theta)(\theta+1+t)=0\):
\[
1+\theta+\theta^2=0 .
\]
Multiplying by \(\theta-1\) gives \(\theta^3=1\), so \(N\) divides \(3\). But \(n\ge3\) means \(N\ge7\). The mirrored sum is therefore nonzero, and the mirrored correlation is \(-1/N\).

The agreement of the pairs is not special to this construction: on any ring, a reflected pair is a translate of the same pair. For two species on a ring of equivalent sites, a translation-invariant cluster expansion of the energy cut off after pairs therefore gives a structure and its mirror image the same energy. Triplets can tell the two apart, as they do here for \(n\ge3\). This is a difference in correlations, not necessarily in energy: an energy that is symmetric under reflection, such as that of an isolated ring of evenly spaced atoms, favours neither structure.

## A field and a map for every n ≥ 1

```lean
/-- For `n ≠ 0` the Galois field with `2^n` elements has a generator of its units, and its trace
to the bits is a nonzero additive map. -/
theorem galoisField_witness (n : ℕ) (hn : n ≠ 0) :
    Nat.card (GaloisField 2 n) = 2 ^ n ∧
    (∃ θ : (GaloisField 2 n)ˣ, ∀ u, u ∈ Subgroup.zpowers θ) ∧
    (Algebra.trace (ZMod 2) (GaloisField 2 n)).toAddMonoidHom ≠ 0 := by
  have hcard := GaloisField.card 2 n hn
  have : Finite (GaloisField 2 n) :=
    Nat.finite_of_card_ne_zero (by rw [hcard]; positivity)
  refine ⟨hcard, IsCyclic.exists_generator, fun h => ?_⟩
  exact Algebra.trace_ne_zero (ZMod 2) (GaloisField 2 n)
    (LinearMap.ext fun x => DFunLike.congr_fun h x)

end

end PairMatchedTripletOrdered
```

For every \(n\ge1\), `GaloisField 2 n` has the required size and a generator, and its trace to the bits is a nonzero additive map. The construction is thus available for \(N=1,3,7,15,\dots\)

```lean
#print axioms PairMatchedTripletOrdered.triplet_ordered
-- 'PairMatchedTripletOrdered.triplet_ordered' depends on axioms: [propext, Classical.choice, Quot.sound]
#print axioms PairMatchedTripletOrdered.mirror_distinguished_by_triplet
-- 'PairMatchedTripletOrdered.mirror_distinguished_by_triplet' depends on axioms: [propext, Classical.choice, Quot.sound]
```
